# The minimum over global phase of the squared Frobenius distance between two unitary gates is $2n-2|\operatorname{tr}(V^\dagger U)|$

A: For unitary $n\times n$ matrices $U$ and $V$, the squared Frobenius norm of $U-e^{i\theta}V$ has a minimum over real $\theta$, and

$$\min_{\theta\in\mathbb R}\|U-e^{i\theta}V\|_F^2 = 2n-2\,|\operatorname{tr}(V^\dagger U)| .$$

Here $\|A\|_F^2=\sum_{i,j}|A_{ij}|^2$, and $V^\dagger$ is the conjugate transpose of $V$. The statement has been proved in Lean 4 with Mathlib.

Q: I doubt that the formal version says what I would mean by it. First, why minimise over $\theta$ at all?

A: Because $V$ and $e^{i\theta}V$ act identically on states: $\rho\mapsto V\rho V^\dagger$ doesn't see the phase. The plain distance $\|U-V\|_F$ can be large for two gates that do the same thing, and the minimum removes that defect. For closed, finite-dimensional systems, this gives a phase-independent measure of how far a compiled gate is from its target. If the gate is later used as the controlled part of a larger circuit, its phase becomes observable and this distance is the wrong one.

Q: Then derive the formula by hand, so that I know what the code should be doing.

A: Write $c=e^{i\theta}$ and $z=\operatorname{tr}(V^\dagger U)$. For any matrix $A$, the diagonal entries of $A^\dagger A$ are $(A^\dagger A)_{jj}=\sum_i\overline{A_{ij}}A_{ij}$, so $\|A\|_F^2=\operatorname{tr}(A^\dagger A)$. With $A=U-cV$,

$$A^\dagger A = U^\dagger U - c\,U^\dagger V-\bar c\,V^\dagger U+|c|^2V^\dagger V .$$

Unitarity makes the first and last products the identity, and $|c|=1$, so these two terms contribute $2n$ to the trace. Since $U^\dagger V=(V^\dagger U)^\dagger$, its trace is $\bar z$. Hence

$$\|U-cV\|_F^2=2n-(\bar c z+c\bar z)=2n-2\operatorname{Re}(\bar c z).$$

Now $\operatorname{Re}(\bar c z)\le|\bar c z|=|z|$, which gives the lower bound $2n-2|z|$. It is reached exactly when $\bar c z$ is real and non-negative, that is, when $\bar c z=|z|$. Multiplying by $c$ turns this into $z=|z|e^{i\theta}$. The choice $\theta=\arg z$ satisfies it. If $z=0$, every $\theta$ does.

Q: Give me numbers.

A: Take $U=\operatorname{diag}(1,i)$ and $V=I$, with $n=2$. Then $z=1+i$, $|z|=\sqrt2$, and the minimum is $4-2\sqrt2\approx1.17$, at $\theta=\pi/4$. Directly, each diagonal entry of $U-e^{i\pi/4}I$ has squared modulus $2-2\cos(\pi/4)=2-\sqrt2$, and the two add up to $4-2\sqrt2$. Without the phase adjustment, at $\theta=0$, the squared distance is $|i-1|^2=2$.

Q: And the smallest case?

A: For $n=1$ both gates are phases, so $|z|=1$ and the minimum is $2-2=0$: any two $1\times1$ gates are equivalent. The theorem even admits $n=0$, where both sides are zero.

Q: Now the code. What is a "gate" there?

A: A square complex matrix with a hypothesis that it is unitary. The setting is this.

```lean
import Mathlib

open Matrix ComplexConjugate

namespace GateFidelityDistance

noncomputable section

variable {n : Type*} [Fintype n]
```

Be careful with one letter: in Lean, `n` is the finite type that labels the basis states, and the dimension, which I call $n$, is `Fintype.card n`. A register of qubits can therefore be indexed by bit strings directly.

Q: Which norm does it use? A matrix can carry several.

A: The definition spells it out, so nothing depends on a default norm.

```lean
/-- The squared Frobenius norm of a matrix: the sum of the squared moduli of its entries. -/
def frobSq (A : Matrix n n ℂ) : ℝ := ∑ i, ∑ j, ‖A i j‖ ^ 2
```

It is the sum of squared moduli of the entries, without a factor $1/n$. The phase and the overlap are explicit too.

```lean
/-- The global phase factor `exp(iθ)`. -/
def phase (θ : ℝ) : ℂ := Complex.exp (θ * Complex.I)

/-- The overlap `tr(V†U)` of two square complex matrices `U` and `V`. -/
def gateOverlap (U V : Matrix n n ℂ) : ℂ := (Vᴴ * U).trace
```

In `phase` the argument `θ` is real, so the factor lies on the unit circle. In `gateOverlap U V` the second argument carries the dagger: it is $\operatorname{tr}(V^\dagger U)$, my $z$. Exchanging the gates conjugates it and leaves its modulus alone.

Q: The namespace is called `GateFidelityDistance`. Where is the fidelity?

A: Only in the overlap. For $n\ge1$, dividing the minimum by $2n$ gives $1-|z|/n$, where $|z|/n$ is the normalised overlap. The theorem concerns this trace overlap and the Frobenius distance; it contains no average over input states, no noise channel and no non-unitary error.

Q: How does the main theorem express "the minimum exists and equals"? An infimum would be weaker.

A: It uses `IsLeast`, applied to the set of all values of `frobSq (U - phase θ • V)` as `θ` runs over the reals. `IsLeast S a` means that `a` belongs to `S` and that `a` is at most every element of `S`. The first half says that some phase attains the value. The only hypotheses are that `U` and `V` belong to `Matrix.unitaryGroup n ℂ`.

Q: Then show me the proof, starting with the trace formula.

A: It holds for every square matrix, unitary or not.

```lean
/-- The squared Frobenius norm of `A` is the trace of `A†A`. -/
theorem frobSq_eq_trace (A : Matrix n n ℂ) : (frobSq A : ℂ) = (Aᴴ * A).trace := by
  simp only [frobSq, Matrix.trace, Matrix.diag_apply, Matrix.mul_apply,
    Matrix.conjTranspose_apply]
  push_cast
  rw [Finset.sum_comm]
  refine Finset.sum_congr rfl fun j _ => Finset.sum_congr rfl fun i _ => ?_
  exact (Complex.conj_mul' _).symm
```

The left side is a real number regarded as a complex one, since the trace is complex by type. The proof writes out both sides as double sums, exchanges the order of summation, and compares terms through $\bar a a=|a|^2$.

The next lemma says that distance zero really means equality of matrices.

```lean
/-- The squared Frobenius norm vanishes exactly for the zero matrix. -/
theorem frobSq_eq_zero_iff (A : Matrix n n ℂ) : frobSq A = 0 ↔ A = 0 := by
  constructor
  · intro h
    unfold frobSq at h
    ext i j
    have hrow : ∀ i ∈ Finset.univ, 0 ≤ ∑ j, ‖A i j‖ ^ 2 :=
      fun i _ => Finset.sum_nonneg fun j _ => sq_nonneg ‖A i j‖
    have hent : ∀ j ∈ Finset.univ, 0 ≤ ‖A i j‖ ^ 2 := fun j _ => sq_nonneg ‖A i j‖
    have h1 := (Finset.sum_eq_zero_iff_of_nonneg hrow).mp h i (Finset.mem_univ i)
    have h2 := (Finset.sum_eq_zero_iff_of_nonneg hent).mp h1 j (Finset.mem_univ j)
    simpa using h2
  · rintro rfl
    simp [frobSq]
```

A sum of non-negative terms vanishes only if each term does. The proof uses this twice, first for the row sums and then for the entries within a row.

Q: And the facts about the phase?

A: There are two: $\bar c c=1$ and $|\bar c z|=|z|$.

```lean
/-- A global phase factor times its complex conjugate is one. -/
theorem conj_phase_mul_phase (θ : ℝ) : conj (phase θ) * phase θ = 1 := by
  rw [Complex.conj_mul', phase, Complex.norm_exp_ofReal_mul_I]
  simp

/-- Removing a global phase does not change the modulus of a complex number. -/
theorem norm_conj_phase_mul (θ : ℝ) (z : ℂ) : ‖conj (phase θ) * z‖ = ‖z‖ := by
  have h : ‖phase θ‖ = 1 := Complex.norm_exp_ofReal_mul_I θ
  rw [norm_mul, RCLike.norm_conj, h, one_mul]
```

Both come from $|e^{i\theta}|=1$.

Q: Where does unitarity enter?

A: In the expansion of the squared distance.

```lean
variable [DecidableEq n] {U V : Matrix n n ℂ}

/-- For unitary gates, the squared distance between `U` and `exp(iθ)V` is
`2n - 2 Re(exp(-iθ) tr(V†U))`. -/
theorem frobSq_sub_phase (hU : U ∈ Matrix.unitaryGroup n ℂ)
    (hV : V ∈ Matrix.unitaryGroup n ℂ) (θ : ℝ) :
    frobSq (U - phase θ • V) =
      2 * Fintype.card n - 2 * (conj (phase θ) * gateOverlap U V).re := by
  have hU' : Uᴴ * U = 1 := Matrix.mem_unitaryGroup_iff'.mp hU
  have hV' : Vᴴ * V = 1 := Matrix.mem_unitaryGroup_iff'.mp hV
  have hc := conj_phase_mul_phase θ
  have hs : star (phase θ) = conj (phase θ) := rfl
  have hz : (Vᴴ * U).trace = gateOverlap U V := rfl
  -- the two cross terms are complex conjugates of each other
  have hz' : (Uᴴ * V).trace = conj (gateOverlap U V) := by
    rw [gateOverlap, starRingEnd_apply, ← Matrix.trace_conjTranspose,
      Matrix.conjTranspose_mul, Matrix.conjTranspose_conjTranspose]
  have hexp : ((U - phase θ • V)ᴴ * (U - phase θ • V)).trace =
      2 * (Fintype.card n : ℂ) -
        (conj (phase θ) * gateOverlap U V + phase θ * conj (gateOverlap U V)) := by
    rw [Matrix.conjTranspose_sub, Matrix.conjTranspose_smul, Matrix.sub_mul,
      Matrix.mul_sub, Matrix.mul_sub]
    simp only [Matrix.smul_mul, Matrix.mul_smul, Matrix.trace_sub, Matrix.trace_smul,
      smul_eq_mul, hU', hV', hz, hz', hs, Matrix.trace_one]
    linear_combination (Fintype.card n : ℂ) * hc
  have hw := Complex.add_conj (conj (phase θ) * gateOverlap U V)
  rw [map_mul, Complex.conj_conj] at hw
  apply Complex.ofReal_injective
  rw [frobSq_eq_trace, hexp, hw]
  push_cast
  ring
```

The hypotheses are first turned into `hU'` and `hV'`, which are $U^\dagger U=1$ and $V^\dagger V=1$. Then `hz'` identifies the second cross term as $\bar z$. The step `hexp` is the expansion I did by hand: the products are multiplied out, the traces are taken term by term, and `linear_combination` uses $\bar c c=1$ to turn $\bar c c\,n$ into $n$. Finally `hw` replaces $\bar c z+c\bar z$ by $2\operatorname{Re}(\bar c z)$, and the equality of complex numbers is read back as one of real numbers.

Q: Does the formal version tell me which phase to use, or merely that one exists?

A: For unitary `U` and `V`, which the theorem assumes, it characterises all of them.

```lean
/-- A phase `θ` gives the squared distance `2n - 2|tr(V†U)|` exactly when
`tr(V†U) = |tr(V†U)| exp(iθ)`. -/
theorem optimal_phase_iff (hU : U ∈ Matrix.unitaryGroup n ℂ)
    (hV : V ∈ Matrix.unitaryGroup n ℂ) (θ : ℝ) :
    frobSq (U - phase θ • V) = 2 * Fintype.card n - 2 * ‖gateOverlap U V‖ ↔
      gateOverlap U V = ‖gateOverlap U V‖ * phase θ := by
  have hc := conj_phase_mul_phase θ
  have hn := norm_conj_phase_mul θ (gateOverlap U V)
  rw [frobSq_sub_phase hU hV]
  constructor
  · intro h
    have hre : (conj (phase θ) * gateOverlap U V).re = ‖gateOverlap U V‖ := by linarith
    -- a number whose real part equals its modulus has no imaginary part
    have hsq := Complex.sq_norm (conj (phase θ) * gateOverlap U V)
    rw [Complex.normSq_apply, hn, hre] at hsq
    have him : (conj (phase θ) * gateOverlap U V).im = 0 :=
      mul_self_eq_zero.mp (by linarith [sq ‖gateOverlap U V‖])
    have hw : conj (phase θ) * gateOverlap U V = (‖gateOverlap U V‖ : ℂ) :=
      Complex.ext (by rw [hre, Complex.ofReal_re]) (by rw [him, Complex.ofReal_im])
    linear_combination phase θ * hw - gateOverlap U V * hc
  · intro h
    have hw : conj (phase θ) * gateOverlap U V = (‖gateOverlap U V‖ : ℂ) := by
      linear_combination conj (phase θ) * h + (‖gateOverlap U V‖ : ℂ) * hc
    rw [hw, Complex.ofReal_re]
```

From left to right, the expansion gives $\operatorname{Re}(\bar c z)=|z|$. Since the modulus of $\bar c z$ is also $|z|$, the identity $|w|^2=(\operatorname{Re}w)^2+(\operatorname{Im}w)^2$ with $w=\bar c z$ forces the imaginary part to vanish. So $\bar c z=|z|$, and multiplying by $c$ gives the condition. From right to left, one multiplies by $\bar c$ instead and takes the real part.

Q: What happens with orthogonal gates, where the argument of the overlap has no meaning?

A: The condition then reads $0=0$, so every phase is optimal. Take the Pauli matrix $X$ and the identity for $n=2$: $z=0$, and $X-e^{i\theta}I$ has four entries of modulus one, so the squared distance is 4 whatever $\theta$ is. Lean assigns the argument 0 to the number 0, which is as good a choice as any other here.

Q: So the main theorem should now be short.

A: It has two parts, matching the two halves of `IsLeast`.

```lean
/-- For unitary `U` and `V`, the minimum over real `θ` of the squared Frobenius norm of `U -
exp(iθ)V` exists and equals `2n - 2|tr(V†U)|`. -/
theorem gate_distance_isLeast (hU : U ∈ Matrix.unitaryGroup n ℂ)
    (hV : V ∈ Matrix.unitaryGroup n ℂ) :
    IsLeast (Set.range fun θ : ℝ => frobSq (U - phase θ • V))
      (2 * Fintype.card n - 2 * ‖gateOverlap U V‖) := by
  constructor
  · -- the argument of the overlap is an optimal phase
    exact ⟨Complex.arg (gateOverlap U V), (optimal_phase_iff hU hV _).mpr
      (Complex.norm_mul_exp_arg_mul_I (gateOverlap U V)).symm⟩
  · rintro _ ⟨θ, rfl⟩
    change _ ≤ frobSq (U - phase θ • V)
    rw [frobSq_sub_phase hU hV]
    have h := Complex.re_le_norm (conj (phase θ) * gateOverlap U V)
    rw [norm_conj_phase_mul] at h
    linarith
```

For attainment, the proof supplies `Complex.arg (gateOverlap U V)` as the phase and checks the condition of `optimal_phase_iff` by the polar form $z=|z|e^{i\arg z}$. For the lower bound, it takes an arbitrary `θ`, rewrites the distance by the expansion, and applies $\operatorname{Re}w\le|w|$ to $w=\bar c z$.

Q: If this is a sensible measure, the right side should never be negative, and it should vanish only for equivalent gates. Is that proved?

A: Yes, both. The first statement is a bound on the overlap.

```lean
/-- The overlap of two unitary gates has modulus at most the dimension. -/
theorem norm_gateOverlap_le (hU : U ∈ Matrix.unitaryGroup n ℂ)
    (hV : V ∈ Matrix.unitaryGroup n ℂ) : ‖gateOverlap U V‖ ≤ Fintype.card n := by
  obtain ⟨θ, hθ⟩ := (gate_distance_isLeast hU hV).1
  have h : frobSq (U - phase θ • V) = 2 * Fintype.card n - 2 * ‖gateOverlap U V‖ := hθ
  have h0 : 0 ≤ frobSq (U - phase θ • V) :=
    Finset.sum_nonneg fun i _ => Finset.sum_nonneg fun j _ => sq_nonneg _
  linarith
```

The minimum is attained, so it is the squared distance for some actual $\theta$ and hence non-negative. Thus $2n-2|z|\ge0$, or $|z|\le n$.

The second is the case of equality.

```lean
/-- The overlap of two unitary gates has modulus equal to the dimension exactly when the gates
differ by a global phase. -/
theorem norm_gateOverlap_eq_iff (hU : U ∈ Matrix.unitaryGroup n ℂ)
    (hV : V ∈ Matrix.unitaryGroup n ℂ) :
    ‖gateOverlap U V‖ = Fintype.card n ↔ ∃ θ : ℝ, U = phase θ • V := by
  constructor
  · intro h
    obtain ⟨θ, hθ⟩ := (gate_distance_isLeast hU hV).1
    have h' : frobSq (U - phase θ • V) = 2 * Fintype.card n - 2 * ‖gateOverlap U V‖ := hθ
    have h0 : frobSq (U - phase θ • V) = 0 := by linarith
    exact ⟨θ, sub_eq_zero.mp ((frobSq_eq_zero_iff _).mp h0)⟩
  · rintro ⟨θ, h⟩
    have h0 : frobSq (U - phase θ • V) = 0 :=
      (frobSq_eq_zero_iff _).mpr (sub_eq_zero.mpr h)
    have h1 : 2 * Fintype.card n - 2 * ‖gateOverlap U V‖ ≤ frobSq (U - phase θ • V) :=
      (gate_distance_isLeast hU hV).2 ⟨θ, rfl⟩
    exact le_antisymm (norm_gateOverlap_le hU hV) (by linarith)

end

end GateFidelityDistance
```

If $|z|=n$, the attained minimum is zero, so for that $\theta$ the matrix $U-e^{i\theta}V$ vanishes and $U=e^{i\theta}V$. Here attainment matters: an infimum of zero would not by itself hand over a phase. Conversely, if $U=e^{i\theta}V$, the distance is zero at that $\theta$, so the minimum $2n-2|z|$ is at most zero. This gives $|z|\ge n$, and the previous bound gives the other inequality.

Q: Then my remaining reservation is about use. Suppose my simulated gate is only approximately unitary.

A: Then the theorem doesn't apply as it stands. The expansion used $U^\dagger U=1$ and $V^\dagger V=1$ to get the constant $2n$. For a matrix truncated to a computational subspace, with leakage out of it, that constant would have to be replaced by $\operatorname{tr}(U^\dagger U)+\operatorname{tr}(V^\dagger V)$, as the same calculation by hand shows. For exactly unitary gates, a single trace replaces the search over phases.

```lean
#print axioms GateFidelityDistance.gate_distance_isLeast
-- 'GateFidelityDistance.gate_distance_isLeast' depends on axioms: [propext, Classical.choice, Quot.sound]
#print axioms GateFidelityDistance.norm_gateOverlap_eq_iff
-- 'GateFidelityDistance.norm_gateOverlap_eq_iff' depends on axioms: [propext, Classical.choice, Quot.sound]
```
